# Projecting αβ onto the singlet raises its energy under ferromagnetic exchange

Take two spins one half with $H=-\mathbf s_1\cdot\mathbf s_2$, in units where $\hbar=1$ and the exchange constant is 1. The string $\alpha\beta$, first spin up and second spin down, has energy $1/4$. Its normalised singlet projection has energy $3/4$ and its normalised triplet projection has energy $-1/4$. Projecting a state onto a chosen total spin therefore need not lower its energy.

## Exchange between two spins

With the exchange constant $J$ restored, the Hamiltonian is
$$H=-J\,\mathbf s_1\cdot\mathbf s_2 .$$
The real number $J$ stands for the singlet–triplet splitting, which for two electrons comes from Coulomb repulsion and hopping combined with antisymmetry. Here it is a given parameter. For $J>0$ the triplet lies lower, which is the ferromagnetic case.

The string $\alpha\beta$ has a definite $S_z=0$ but no definite total spin: it is a superposition of singlet and triplet with equal weights. Projection removes one part, and the energy becomes that of the part which remains. The same question arises when a spin-contaminated determinant is projected in electronic structure theory; this model of two localised spins with one parameter shows that the sign of the energy change depends on the Hamiltonian.

## Energies from the spin interchange

Let $X$ interchange the two spins, so that $X\alpha\beta=\beta\alpha$ and $X^2=1$. The ladder form
$$\mathbf s_1\cdot\mathbf s_2=s_{1z}s_{2z}+\tfrac12(s_{1+}s_{2-}+s_{1-}s_{2+})$$
gives $\tfrac14\alpha\alpha$ on $\alpha\alpha$ and $-\tfrac14\alpha\beta+\tfrac12\beta\alpha$ on $\alpha\beta$, and likewise with up and down exchanged. This is Dirac's identity,
$$\mathbf s_1\cdot\mathbf s_2=\tfrac12X-\tfrac14 .$$
Since $\mathbf s_1^2=\mathbf s_2^2=\tfrac34$, the total spin satisfies
$$S^2=\tfrac32+2\,\mathbf s_1\cdot\mathbf s_2=1+X .$$
The singlet and triplet projectors are
$$P_S=1-\tfrac12S^2=\tfrac12(1-X),\qquad P_T=\tfrac12S^2=\tfrac12(1+X).$$
From $X^2=1$ it follows that $P_S^2=P_S$, $S^2P_S=0$ and $S^2P_T=2P_T$. Also $XP_S=-P_S$ and $XP_T=P_T$, hence
$$HP_S=-J\left(-\tfrac12-\tfrac14\right)P_S=\tfrac{3J}4P_S,\qquad HP_T=-J\left(\tfrac12-\tfrac14\right)P_T=-\tfrac J4P_T .$$
Every nonzero projected state is thus an eigenvector of $H$.

For the string itself, $\langle\alpha\beta|X|\alpha\beta\rangle=\langle\alpha\beta|\beta\alpha\rangle=0$, so its energy is $J/4$. Its projections are $\tfrac12(\alpha\beta\mp\beta\alpha)$, each with squared norm $\tfrac12$. The average of $3J/4$ and $-J/4$ is $J/4$, as it should be.

## One projection raises what the other lowers

Let $H$ now be any Hermitian matrix that commutes with a Hermitian projector $P$, and let $Q=1-P$. Then
$$\langle P\psi|H|P\psi\rangle=\langle\psi|PHP|\psi\rangle=\langle\psi|HP|\psi\rangle,$$
and the same holds for $Q$. Adding the two gives
$$\langle\psi|H|\psi\rangle=\langle P\psi|H|P\psi\rangle+\langle Q\psi|H|Q\psi\rangle .$$
With $H=1$ this says that the squared norms add, $w=w_P+w_Q$. If both parts are nonzero, with normalised energies $E_P$ and $E_Q$, the energy of $\psi$ is $E=(w_PE_P+w_QE_Q)/w$, and
$$E_P-E=\frac{w_Q}{w}(E_P-E_Q),\qquad E-E_Q=\frac{w_P}{w}(E_P-E_Q).$$
The two differences have the same sign, so $P$ raises the energy exactly when $Q$ lowers it. For the two spins with $J>0$, $E_S-E_T=J$, and singlet projection raises the energy of every state that has both components.

## An unequal superposition in numbers

Take $J=1$ and the normalised state $\psi=0.8\,\alpha\beta+0.6\,\beta\alpha$. Its singlet weight is $(0.8-0.6)^2/2=0.02$ and its triplet weight is $(0.8+0.6)^2/2=0.98$. The energy is
$$0.02\cdot0.75+0.98\cdot(-0.25)=-0.23 .$$
Directly, $\langle X\rangle=2\cdot0.8\cdot0.6=0.96$ gives $-(0.48-0.25)=-0.23$. Triplet projection lowers this slightly, to $-0.25$. Singlet projection keeps two per cent of the squared norm and raises the energy to $0.75$.

## Projected energies in a program

A program that projects a state after optimising it does not have to normalise the projected vector. Because $P$ is Hermitian and idempotent and commutes with $H$, the energy is the ratio
$$E_P=\frac{\langle\psi|HP|\psi\rangle}{\langle\psi|P|\psi\rangle}.$$
For $\alpha\beta$ at $J=1$ and the singlet, this is $(3/8)/(1/2)=3/4$. Leaving out the denominator would give $3/8$, which is not the energy of any normalised singlet here. If $\psi$ is normalised, a small denominator, as in the numerical example, warns that little of the optimised state survives the projection.

## How the Lean statements describe the spins

A two-spin operator is a complex matrix indexed by `Fin 2 × Fin 2`, with index 0 for up and 1 for down. The matrices in `spin` are $s_x,s_y,s_z$, and the Kronecker product `⊗ₖ` puts one factor on each spin. `totalSpinSq` is built from the components of $\mathbf s_1+\mathbf s_2$, so $S^2=1+X$ is a theorem and not a definition. `singlet`, `triplet` and `spinSwap` are $P_S$, $P_T$ and $X$.

`weight` is the squared norm, `expect` is the real part of $\langle\psi|H|\psi\rangle$, and `energy` is their quotient. Projected vectors may therefore stay unnormalised: `energy` returns the value for the normalised state. Lean would assign the zero vector energy 0, which is why the theorems require nonzero projections.

- `alphaBeta_energies` gives the three energies and the two squared norms for every real `J`; the opening values are the case `J = 1`.
- `projected_energies` gives the energy of every nonzero projection of an arbitrary two-spin state.
- `raises_iff_complement_lowers` holds for any finite-dimensional matrix `H` that commutes with a Hermitian idempotent `P`, provided both parts of the state are nonzero. `H` need not be Hermitian, in which case `energy` refers only to the real part.
- `singlet_projection_raises` assumes `0 < J` and that the singlet and triplet parts of the state are both nonzero.

The spin model has no orbitals and no more than two sites, and `J` is not derived from an electronic Hamiltonian.

## The complete Lean file

```lean
import Mathlib

open Matrix
open scoped Kronecker

namespace ProjectionCanRaiseEnergy

noncomputable section

/-- Operators on the space of two spins one half. -/
abbrev TwoSpinOp := Matrix (Fin 2 × Fin 2) (Fin 2 × Fin 2) ℂ

/-- The three spin-one-half matrices `s_x, s_y, s_z`, in units of ħ. -/
def spin : Fin 3 → Matrix (Fin 2) (Fin 2) ℂ :=
  ![!![0, 1/2; 1/2, 0], !![0, -Complex.I/2; Complex.I/2, 0], !![1/2, 0; 0, -1/2]]

/-- The scalar product `s₁·s₂` of the two spins. -/
def spinDot : TwoSpinOp := ∑ a, spin a ⊗ₖ spin a

/-- The square `S²` of the total spin `s₁ + s₂`. -/
def totalSpinSq : TwoSpinOp :=
  ∑ a, (spin a ⊗ₖ 1 + 1 ⊗ₖ spin a) * (spin a ⊗ₖ 1 + 1 ⊗ₖ spin a)

/-- The operator that interchanges the two spins. -/
def spinSwap : TwoSpinOp :=
  Matrix.of fun p q => if p.1 = q.2 ∧ p.2 = q.1 then 1 else 0

/-- The singlet projector `1 - S²/2`. -/
def singlet : TwoSpinOp := 1 - (1/2 : ℂ) • totalSpinSq

/-- The triplet projector `S²/2`. -/
def triplet : TwoSpinOp := (1/2 : ℂ) • totalSpinSq

/-- The exchange Hamiltonian `H = -J s₁·s₂`. -/
def hamiltonian (J : ℝ) : TwoSpinOp := (-(J : ℂ)) • spinDot

/-- The string `αβ`: first spin up, second spin down. -/
def alphaBeta : Fin 2 × Fin 2 → ℂ :=
  fun p => (![1, 0] : Fin 2 → ℂ) p.1 * (![0, 1] : Fin 2 → ℂ) p.2

variable {n : Type*} [Fintype n]

/-- The squared norm `⟨ψ|ψ⟩`. -/
def weight (ψ : n → ℂ) : ℝ := (star ψ ⬝ᵥ ψ).re

/-- The real part of `⟨ψ|H|ψ⟩`, without normalisation. -/
def expect (H : Matrix n n ℂ) (ψ : n → ℂ) : ℝ := (star ψ ⬝ᵥ H *ᵥ ψ).re

/-- The real part of `⟨ψ|H|ψ⟩`, divided by `⟨ψ|ψ⟩`. For Hermitian `H` and nonzero `ψ` this is the
energy of the normalised state. -/
def energy (H : Matrix n n ℂ) (ψ : n → ℂ) : ℝ := expect H ψ / weight ψ

/-- A nonzero state has positive squared norm. -/
theorem weight_pos {ψ : n → ℂ} (h : ψ ≠ 0) : 0 < weight ψ := by
  have e : weight ψ = ∑ i, Complex.normSq (ψ i) := by
    simp [weight, dotProduct, Complex.normSq_apply]
  obtain ⟨i, hi⟩ := Function.ne_iff.mp h
  rw [e]
  exact Finset.sum_pos' (fun _ _ => Complex.normSq_nonneg _)
    ⟨i, Finset.mem_univ i, Complex.normSq_pos.mpr hi⟩

/-- If `H` commutes with a Hermitian projector `P`, the unnormalised value `expect H ψ` is the sum
of those of the two projected parts of `ψ`, which are not normalised either. -/
theorem expect_split [DecidableEq n] {H P : Matrix n n ℂ} (hP : P.IsHermitian)
    (hi : P * P = P) (hc : H * P = P * H) (ψ : n → ℂ) :
    expect H ψ = expect H (P *ᵥ ψ) + expect H ((1 - P) *ᵥ ψ) := by
  -- one projector can be moved through `H` and absorbed in the other
  have key : ∀ Q : Matrix n n ℂ, Q.IsHermitian → Q * Q = Q → H * Q = Q * H →
      expect H (Q *ᵥ ψ) = (star ψ ⬝ᵥ (H * Q) *ᵥ ψ).re := by
    intro Q h1 h2 h3
    unfold expect
    rw [Matrix.star_mulVec, h1.eq, ← Matrix.dotProduct_mulVec, Matrix.mulVec_mulVec,
      Matrix.mulVec_mulVec, ← h3, mul_assoc, h2]
  rw [key P hP hi hc, key (1 - P) (Matrix.isHermitian_one.sub hP)
    (by simp [mul_sub, sub_mul, hi]) (by rw [mul_sub, sub_mul, mul_one, one_mul, hc]),
    ← Complex.add_re, ← dotProduct_add, ← Matrix.add_mulVec, ← mul_add,
    add_sub_cancel, mul_one]
  rfl

/-- If `H` commutes with a Hermitian projector `P` and both projected parts of a state are nonzero,
projection with `P` raises `energy H` exactly when projection with `1 - P` lowers it. -/
theorem raises_iff_complement_lowers [DecidableEq n] {H P : Matrix n n ℂ}
    (hP : P.IsHermitian) (hi : P * P = P) (hc : H * P = P * H) {ψ : n → ℂ}
    (h₁ : P *ᵥ ψ ≠ 0) (h₂ : (1 - P) *ᵥ ψ ≠ 0) :
    energy H ψ < energy H (P *ᵥ ψ) ↔ energy H ((1 - P) *ᵥ ψ) < energy H ψ := by
  have hw : weight ψ = weight (P *ᵥ ψ) + weight ((1 - P) *ᵥ ψ) := by
    have h := expect_split (H := 1) hP hi (by rw [one_mul, mul_one]) ψ
    simpa only [expect, weight, Matrix.one_mulVec] using h
  have p₁ := weight_pos h₁
  have p₂ := weight_pos h₂
  have p : 0 < weight (P *ᵥ ψ) + weight ((1 - P) *ᵥ ψ) := add_pos p₁ p₂
  unfold energy
  rw [hw, expect_split hP hi hc ψ, lt_div_iff₀ p₁, div_mul_eq_mul_div, div_lt_iff₀ p,
    lt_div_iff₀ p, div_mul_eq_mul_div, div_lt_iff₀ p₂]
  constructor <;> intro h <;> nlinarith

/-- Dirac's identity: `s₁·s₂` is half the spin interchange minus one quarter. -/
theorem spinDot_eq : spinDot = (1/2 : ℂ) • spinSwap - (1/4 : ℂ) • 1 := by
  ext ⟨i, j⟩ ⟨k, l⟩
  fin_cases i <;> fin_cases j <;> fin_cases k <;> fin_cases l <;>
    simp [spinDot, spin, spinSwap, Fin.sum_univ_three]
  all_goals (try ring_nf)
  all_goals (try simp only [Complex.I_sq])
  all_goals norm_num

/-- Interchanging the two spins twice changes nothing. -/
theorem spinSwap_sq : spinSwap * spinSwap = 1 := by
  ext ⟨i, j⟩ ⟨k, l⟩
  fin_cases i <;> fin_cases j <;> fin_cases k <;> fin_cases l <;>
    simp [spinSwap, Matrix.mul_apply, Fintype.sum_prod_type, Fin.sum_univ_two]

/-- The squared total spin of two spins one half is one plus the spin interchange. -/
theorem totalSpinSq_eq : totalSpinSq = 1 + spinSwap := by
  have hs : ∀ a, spin a * spin a = (1/4 : ℂ) • 1 := by
    intro a
    ext i j
    fin_cases a <;> fin_cases i <;> fin_cases j <;>
      simp [spin, Matrix.mul_apply, Fin.sum_univ_two]
    all_goals (try ring_nf)
    all_goals (try simp only [Complex.I_sq])
    all_goals norm_num
  -- each component contributes 1/2 and twice the product of the two spins
  have ht : ∀ a, (spin a ⊗ₖ 1 + 1 ⊗ₖ spin a) * (spin a ⊗ₖ 1 + 1 ⊗ₖ spin a)
      = (1/2 : ℂ) • (1 : TwoSpinOp) + (2 : ℂ) • (spin a ⊗ₖ spin a) := by
    intro a
    simp only [add_mul, mul_add, ← Matrix.mul_kronecker_mul, one_mul, mul_one, hs,
      Matrix.smul_kronecker, Matrix.kronecker_smul, Matrix.one_kronecker_one]
    module
  have h : totalSpinSq = (3/2 : ℂ) • 1 + (2 : ℂ) • spinDot := by
    simp only [totalSpinSq, spinDot, ht, Fin.sum_univ_three]
    module
  rw [h, spinDot_eq]
  module

/-- The singlet projector is a Hermitian idempotent, and `S²` takes the values 0 and 2
on the ranges of the singlet and triplet projectors. -/
theorem spin_projectors : singlet.IsHermitian ∧ singlet * singlet = singlet ∧
    totalSpinSq * singlet = 0 ∧ totalSpinSq * triplet = (2 : ℂ) • triplet := by
  unfold singlet triplet
  rw [totalSpinSq_eq]
  refine ⟨?_, ?_, ?_, ?_⟩
  · ext ⟨i, j⟩ ⟨k, l⟩
    fin_cases i <;> fin_cases j <;> fin_cases k <;> fin_cases l <;>
      simp [spinSwap]
  all_goals
    simp only [smul_mul_assoc, mul_smul_comm, mul_add, add_mul, mul_sub, sub_mul,
      mul_one, one_mul, spinSwap_sq]
    module

/-- Every nonzero singlet projection has energy `3J/4`, and every nonzero triplet
projection has energy `-J/4`. -/
theorem projected_energies (J : ℝ) (ψ : Fin 2 × Fin 2 → ℂ) :
    (singlet *ᵥ ψ ≠ 0 → energy (hamiltonian J) (singlet *ᵥ ψ) = 3 * J / 4) ∧
    (triplet *ᵥ ψ ≠ 0 → energy (hamiltonian J) (triplet *ᵥ ψ) = -J / 4) := by
  -- a projected state is an eigenvector, so its energy is the eigenvalue
  have key : ∀ (c : ℝ) (P : TwoSpinOp), hamiltonian J * P = (c : ℂ) • P →
      P *ᵥ ψ ≠ 0 → energy (hamiltonian J) (P *ᵥ ψ) = c := by
    intro c P h h0
    have hw := (weight_pos h0).ne'
    unfold energy expect
    rw [Matrix.mulVec_mulVec, h, Matrix.smul_mulVec, dotProduct_smul, smul_eq_mul,
      Complex.re_ofReal_mul]
    exact mul_div_cancel_right₀ c hw
  constructor <;> apply key <;> unfold hamiltonian <;>
    simp only [singlet, triplet, totalSpinSq_eq, spinDot_eq, smul_mul_assoc,
      mul_smul_comm, mul_add, mul_sub, sub_mul, mul_one, one_mul, spinSwap_sq] <;>
    push_cast <;> module

/-- The string `αβ` has energy `J/4`; its singlet and triplet projections, each of squared
norm 1/2, have energies `3J/4` and `-J/4` after normalisation. -/
theorem alphaBeta_energies (J : ℝ) :
    energy (hamiltonian J) alphaBeta = J / 4 ∧
    weight (singlet *ᵥ alphaBeta) = 1/2 ∧ weight (triplet *ᵥ alphaBeta) = 1/2 ∧
    energy (hamiltonian J) (singlet *ᵥ alphaBeta) = 3 * J / 4 ∧
    energy (hamiltonian J) (triplet *ᵥ alphaBeta) = -J / 4 := by
  have h₀ : weight (singlet *ᵥ alphaBeta) = 1/2 := by
    simp [weight, singlet, totalSpinSq_eq, spinSwap, alphaBeta, Matrix.mulVec, dotProduct,
      Fintype.sum_prod_type, Fin.sum_univ_two, Matrix.one_apply]
    all_goals norm_num
  have h₁ : weight (triplet *ᵥ alphaBeta) = 1/2 := by
    simp [weight, triplet, totalSpinSq_eq, spinSwap, alphaBeta, Matrix.mulVec, dotProduct,
      Fintype.sum_prod_type, Fin.sum_univ_two, Matrix.one_apply]
    all_goals norm_num
  refine ⟨?_, h₀, h₁, (projected_energies J _).1 ?_, (projected_energies J _).2 ?_⟩
  · simp [energy, expect, weight, hamiltonian, spinDot_eq, spinSwap, alphaBeta,
      Matrix.mulVec, dotProduct, Fintype.sum_prod_type, Fin.sum_univ_two, Matrix.one_apply]
    all_goals ring
  · intro h
    norm_num [h, weight] at h₀
  · intro h
    norm_num [h, weight] at h₁

/-- For ferromagnetic coupling `J > 0`, singlet projection raises the energy of every state
that has both a singlet and a triplet component. -/
theorem singlet_projection_raises {J : ℝ} (hJ : 0 < J) {ψ : Fin 2 × Fin 2 → ℂ}
    (h₀ : singlet *ᵥ ψ ≠ 0) (h₁ : triplet *ᵥ ψ ≠ 0) :
    energy (hamiltonian J) ψ < energy (hamiltonian J) (singlet *ᵥ ψ) := by
  have ht : 1 - singlet = triplet := by
    unfold singlet triplet
    abel
  have hc : hamiltonian J * singlet = singlet * hamiltonian J := by
    simp only [hamiltonian, singlet, totalSpinSq_eq, spinDot_eq, smul_mul_assoc,
      mul_smul_comm, mul_add, add_mul, mul_sub, sub_mul, mul_one, one_mul, spinSwap_sq]
    module
  have h := raises_iff_complement_lowers spin_projectors.1 spin_projectors.2.1 hc h₀
    (by rwa [ht])
  rw [ht, (projected_energies J ψ).1 h₀, (projected_energies J ψ).2 h₁] at h
  rw [(projected_energies J ψ).1 h₀]
  -- otherwise the energy would be at least `3J/4`, hence above the triplet energy
  by_contra hn
  exact hn (h.mpr (by linarith [not_lt.mp hn]))

end

end ProjectionCanRaiseEnergy
```

```lean
#print axioms ProjectionCanRaiseEnergy.alphaBeta_energies
#print axioms ProjectionCanRaiseEnergy.singlet_projection_raises
```

```
'ProjectionCanRaiseEnergy.alphaBeta_energies' depends on axioms: [propext, Classical.choice, Quot.sound]
'ProjectionCanRaiseEnergy.singlet_projection_raises' depends on axioms: [propext, Classical.choice, Quot.sound]
```

## From matrix entries to the energy comparison

**The general splitting.** `weight_pos` writes the squared norm as a sum of $|\psi_i|^2$ and finds one positive term. In `expect_split`, the inner statement `key` is the step $\langle Q\psi|H|Q\psi\rangle=\langle\psi|HQ|\psi\rangle$ for any Hermitian idempotent $Q$ that commutes with $H$. It is applied to $P$ and to $1-P$, and the two results are added.

`raises_iff_complement_lowers` first obtains $w=w_P+w_Q$ by using the splitting with `H := 1`. It then clears the positive denominators. Writing $h_P$ and $h_Q$ for the unnormalised expectation values of the two parts, both inequalities reduce to $h_Qw_P<h_Pw_Q$, and `nlinarith` closes each direction.

**The spin algebra.** `spinDot_eq` and `spinSwap_sq` are checked entry by entry: `fin_cases` runs through the basis states, and simplification evaluates each matrix element. `totalSpinSq_eq` follows the derivation by hand. Each component satisfies $s_a^2=\tfrac14$, so it contributes $\tfrac12+2s_{1a}s_{2a}$ to $S^2$; the sum is $\tfrac32+2\,\mathbf s_1\cdot\mathbf s_2$, and Dirac's identity turns it into $1+X$. `spin_projectors` checks that $P_S$ is Hermitian by entries and obtains the other relations from $X^2=1$.

**The energies.** In `projected_energies`, `key` shows that $HP=cP$ gives energy $c$ to every nonzero $P\psi$, by cancelling the positive squared norm. The two operator equations are then verified with $X^2=1$. `alphaBeta_energies` computes the two weights and the energy of the string directly. Because each weight is $1/2$, neither projection vanishes, and the eigenvalues from `projected_energies` apply.

**The ferromagnetic case.** `singlet_projection_raises` identifies $1-P_S$ with $P_T$, checks that $H$ commutes with $P_S$, and calls the general equivalence. Suppose singlet projection did not raise the energy. Then $E\ge3J/4>-J/4$, so triplet projection would lower it; by the equivalence, singlet projection would raise it after all, a contradiction.
